# Free electrons in a unit sphere: the linear trial wave about zero energy has inverse potential function γ + Δ/(E − C)

In the linear muffin-tin orbital (LMTO) method, the radial wave inside an atomic sphere is not recomputed at every energy \(E\). It is replaced by \(\varphi+E\psi\), where \(\varphi\) is the normalized radial wave at a fixed energy, here taken as zero, and \(\psi\) is its energy derivative. Matching at the surface uses the logarithmic derivative \(D\) of this wave there, or equivalently the potential function \(P\). For angular momentum \(l\), with the sphere radius as the unit of length,

\[
\frac1P=\frac{D-l}{2(2l+1)(D+l+1)} .
\]

I have seen this written as \(1/P=\gamma+\Delta/(E-C)\), with three potential parameters \(C\), \(\Delta\) and \(\gamma\). For free electrons the potential in the sphere is zero, so the parameters should be explicit rational functions of \(l\). Can someone derive them, say when the formula holds, and give a proof that Lean 4 has checked?

## Yes: the pole follows from one value and one slope

Measure energy in units of \(\hbar^2/2mS^2\), with \(S\) the sphere radius and \(m\) the electron mass. The radial Hamiltonian is then

\[
Hf=-\frac{(rf)''}{r}+\frac{l(l+1)}{r^2}f .
\]

Write \(s=\sqrt{2l+3}\) and take

\[
\varphi=s\,r^l,\qquad \psi=\varphi\left(\frac1{2(2l+5)}-\frac{r^2}{2(2l+3)}\right).
\]

**The radial equations.** For \(f=r^l(a+br^2)\) we have \(rf=ar^{l+1}+br^{l+3}\), so

\[
Hf=-a\,l(l+1)r^{l-2}-b(l+2)(l+3)r^l+l(l+1)\left(ar^{l-2}+br^l\right)=-(4l+6)\,b\,r^l .
\]

For \(\varphi\), \(b=0\) and \(H\varphi=0\). For \(\psi\), \(b=-s/(2(2l+3))\) and \(H\psi=s\,r^l=\varphi\). This is what differentiating \(H\varphi_E=E\varphi_E\) with respect to \(E\) gives at \(E=0\), where \(\varphi_E\) is the radial wave at energy \(E\).

**Normalization and orthogonality.** With weight \(r^2\),

\[
\int_0^1 r^2\varphi^2\,dr=(2l+3)\int_0^1 r^{2l+2}\,dr=1,
\]

\[
\int_0^1 r^2\varphi\psi\,dr=(2l+3)\left(\frac1{2(2l+5)(2l+3)}-\frac1{2(2l+3)(2l+5)}\right)=0 .
\]

Among waves regular at the origin, the equation \(H\psi=\varphi\) leaves a multiple of \(\varphi\) free in \(\psi\). Orthogonality fixes it, and is what differentiating the normalization \(\int_0^1 r^2\varphi_E^2\,dr=1\) with respect to \(E\) gives at \(E=0\).

**Value and slope at the surface.** Let \(t\) and \(t'\) be the value and slope of \(\varphi+E\psi\) at \(r=1\). The bracket in \(\psi\) equals \(-1/((2l+3)(2l+5))\) there, and its slope is \(-1/(2l+3)\). Hence

\[
t=s\left(1-\frac{E}{(2l+3)(2l+5)}\right),\qquad t'=l\,t-\frac{sE}{2l+3}.
\]

**The two combinations in \(1/P\).** With \(D=t'/t\), the numerator is

\[
D-l=-\frac{sE}{(2l+3)\,t}.
\]

For the denominator, the terms in \(E\) combine through \((2l+1)+(2l+5)=2(2l+3)\):

\[
D+l+1=\frac{s}{t}\left(2l+1-\frac{2E}{2l+5}\right)=-\frac{2s\,(E-C)}{(2l+5)\,t},\qquad C=\frac{(2l+1)(2l+5)}2 .
\]

In the ratio \(s\) and \(t\) cancel:

\[
\frac1P=\frac{2l+5}{4(2l+1)(2l+3)}\,\frac{E}{E-C}=\gamma\,\frac{E}{E-C}=\gamma+\frac{\gamma C}{E-C}.
\]

So

\[
\gamma=\frac{2l+5}{4(2l+1)(2l+3)},\qquad \Delta=\gamma C=\frac{(2l+5)^2}{8(2l+3)} .
\]

**A comparison with an exact wave.** At \(E=C\) the linear wave has \(D=-l-1\). For \(l=0\) this means \(D=-1\) at \(C=5/2\). The exact wave \(f=\sin(\pi r/2)/(\pi r/2)\) satisfies \(rf=(2/\pi)\sin(\pi r/2)\), so its energy is \(\pi^2/4\approx2.467\). Its value at the surface is \(2/\pi\) and its slope is \(-2/\pi\), so it also has \(D=-1\). The linear energy is therefore too high by about \(0.033\).

## The Lean file

```lean
import Mathlib

open Real

namespace FreeElectronLMTO

noncomputable section

/-- The free-electron radial wave at energy zero in the unit sphere, `√(2l+3) r^l`. -/
def phi (l : ℕ) (r : ℝ) : ℝ := √(2 * (l : ℝ) + 3) * r ^ l

/-- The energy derivative of the normalized free radial wave at energy zero, in closed form. -/
def psi (l : ℕ) (r : ℝ) : ℝ :=
  phi l r * (1 / (2 * (2 * (l : ℝ) + 5)) - r ^ 2 / (2 * (2 * (l : ℝ) + 3)))

/-- The linear trial wave `φ + E ψ`. -/
def trial (l : ℕ) (E r : ℝ) : ℝ := phi l r + E * psi l r

/-- The free radial Hamiltonian `-(r f)''/r + l(l+1) f/r²`, meant for `r ≠ 0`. -/
def radialH (l : ℕ) (f : ℝ → ℝ) (r : ℝ) : ℝ :=
  -(deriv (deriv (fun x => x * f x)) r) / r + (l : ℝ) * (l + 1) / r ^ 2 * f r

/-- The logarithmic derivative at the unit sphere, meant for waves with `f 1 ≠ 0`. -/
def sphereLogDeriv (f : ℝ → ℝ) : ℝ := deriv f 1 / f 1

/-- The inverse potential function `1/P` as a function of the logarithmic derivative `D`,
meant for `D ≠ -l-1`. -/
def invP (l : ℕ) (D : ℝ) : ℝ := (D - l) / (2 * (2 * (l : ℝ) + 1) * (D + l + 1))

/-- The potential parameter `C`. -/
def bandC (l : ℕ) : ℝ := (2 * (l : ℝ) + 1) * (2 * l + 5) / 2

/-- The potential parameter `Δ`. -/
def bandDelta (l : ℕ) : ℝ := (2 * (l : ℝ) + 5) ^ 2 / (8 * (2 * l + 3))

/-- The potential parameter `γ`. -/
def bandGamma (l : ℕ) : ℝ := (2 * (l : ℝ) + 5) / (4 * (2 * l + 1) * (2 * l + 3))

/-- The derivative of a positive integer power. -/
lemma hasDerivAt_pow_succ (n : ℕ) (x : ℝ) :
    HasDerivAt (fun y : ℝ => y ^ (n + 1)) (((n : ℝ) + 1) * x ^ n) x := by
  simpa using hasDerivAt_pow (n + 1) x

/-- Away from the origin, the free radial Hamiltonian takes `r^l (a + b r²)` to `-(4l+6) b r^l`. -/
theorem radialH_poly (l : ℕ) (a b : ℝ) {r : ℝ} (hr : r ≠ 0) :
    radialH l (fun x => x ^ l * (a + b * x ^ 2)) r = -(4 * (l : ℝ) + 6) * b * r ^ l := by
  have h1 : deriv (fun x : ℝ => x * (x ^ l * (a + b * x ^ 2))) =
      fun x => a * ((l : ℝ) + 1) * x ^ l + b * ((l : ℝ) + 3) * x ^ (l + 1 + 1) := by
    funext x
    have hf : (fun x : ℝ => x * (x ^ l * (a + b * x ^ 2))) =
        fun x => a * x ^ (l + 1) + b * x ^ (l + 2 + 1) := by
      funext y
      ring
    rw [hf, (((hasDerivAt_pow_succ l x).const_mul a).fun_add
      ((hasDerivAt_pow_succ (l + 2) x).const_mul b)).deriv]
    push_cast
    ring
  have hl : HasDerivAt (fun y : ℝ => y ^ l) ((l : ℝ) * r ^ l / r) r := by
    refine (hasDerivAt_pow l r).congr_deriv ?_
    rcases l with _ | n
    · simp
    · rw [Nat.add_sub_cancel, eq_div_iff hr]
      ring
  have h2 := (hl.const_mul (a * ((l : ℝ) + 1))).fun_add
    ((hasDerivAt_pow_succ (l + 1) r).const_mul (b * ((l : ℝ) + 3)))
  unfold radialH
  rw [h1, h2.deriv]
  push_cast
  field_simp
  ring

/-- Away from the origin, `φ` solves the free radial equation at energy zero and `ψ` solves
its energy derivative: `H φ = 0` and `H ψ = φ`. -/
theorem radial_equations (l : ℕ) {r : ℝ} (hr : r ≠ 0) :
    radialH l (phi l) r = 0 ∧ radialH l (psi l) r = phi l r := by
  have h3 : 2 * (l : ℝ) + 3 ≠ 0 := by positivity
  constructor
  · have hf : phi l = fun x => x ^ l * (√(2 * (l : ℝ) + 3) + 0 * x ^ 2) := by
      funext x
      unfold phi
      ring
    rw [hf, radialH_poly l _ _ hr]
    ring
  · have hf : psi l = fun x => x ^ l * (√(2 * (l : ℝ) + 3) * (1 / (2 * (2 * (l : ℝ) + 5)))
        + (-(√(2 * (l : ℝ) + 3) / (2 * (2 * (l : ℝ) + 3)))) * x ^ 2) := by
      funext x
      unfold psi phi
      ring
    rw [hf, radialH_poly l _ _ hr]
    unfold phi
    generalize √(2 * (l : ℝ) + 3) = s
    have hc : (4 * (l : ℝ) + 6) * (s / (2 * (2 * (l : ℝ) + 3))) = s := by
      rw [show 4 * (l : ℝ) + 6 = 2 * (2 * (l : ℝ) + 3) by ring]
      exact mul_div_cancel₀ s (mul_ne_zero two_ne_zero h3)
    linear_combination r ^ l * hc

/-- With weight `r²` on the unit sphere, `φ` is normalized and `ψ` is orthogonal to it. -/
theorem normalized_and_orthogonal (l : ℕ) :
    (∫ r in (0 : ℝ)..1, r ^ 2 * phi l r ^ 2) = 1 ∧
    (∫ r in (0 : ℝ)..1, r ^ 2 * (phi l r * psi l r)) = 0 := by
  have hs : √(2 * (l : ℝ) + 3) ^ 2 = 2 * (l : ℝ) + 3 := Real.sq_sqrt (by positivity)
  have h3 : 2 * (l : ℝ) + 3 ≠ 0 := by positivity
  have h5 : 2 * (l : ℝ) + 5 ≠ 0 := by positivity
  constructor
  · -- the antiderivative is r^(2l+3)
    have hd : ∀ x ∈ Set.uIcc (0 : ℝ) 1,
        HasDerivAt (fun y : ℝ => y ^ (2 * l + 2 + 1)) (x ^ 2 * phi l x ^ 2) x := by
      intro x _
      refine (hasDerivAt_pow_succ (2 * l + 2) x).congr_deriv ?_
      unfold phi
      rw [mul_pow, hs]
      push_cast
      ring
    have hc : Continuous fun r : ℝ => r ^ 2 * phi l r ^ 2 := by
      unfold phi
      fun_prop
    rw [intervalIntegral.integral_eq_sub_of_hasDerivAt hd (hc.intervalIntegrable 0 1)]
    simp
  · -- the antiderivative r^(2l+3) (1 - r²) / (2(2l+5)) vanishes at both ends
    have hd : ∀ x ∈ Set.uIcc (0 : ℝ) 1,
        HasDerivAt (fun y : ℝ => 1 / (2 * (2 * (l : ℝ) + 5)) *
          (y ^ (2 * l + 2 + 1) - y ^ (2 * l + 4 + 1))) (x ^ 2 * (phi l x * psi l x)) x := by
      intro x _
      refine (((hasDerivAt_pow_succ (2 * l + 2) x).fun_sub
        (hasDerivAt_pow_succ (2 * l + 4) x)).const_mul _).congr_deriv ?_
      have e : x ^ 2 * (phi l x * psi l x) = √(2 * (l : ℝ) + 3) ^ 2 * (x ^ (2 * l + 2) *
          (1 / (2 * (2 * (l : ℝ) + 5)) - x ^ 2 / (2 * (2 * (l : ℝ) + 3)))) := by
        unfold psi phi
        ring
      rw [e, hs]
      push_cast
      field_simp
      ring
    have hc : Continuous fun r : ℝ => r ^ 2 * (phi l r * psi l r) := by
      unfold psi phi
      fun_prop
    rw [intervalIntegral.integral_eq_sub_of_hasDerivAt hd (hc.intervalIntegrable 0 1)]
    simp

/-- The value and the slope of the trial wave `φ + E ψ` at the unit sphere. -/
theorem trial_boundary (l : ℕ) (E : ℝ) :
    trial l E 1 = √(2 * (l : ℝ) + 3) * (1 - E / ((2 * l + 3) * (2 * l + 5))) ∧
    HasDerivAt (trial l E) (l * trial l E 1 - √(2 * (l : ℝ) + 3) * E / (2 * l + 3)) 1 := by
  have h3 : 2 * (l : ℝ) + 3 ≠ 0 := by positivity
  have h5 : 2 * (l : ℝ) + 5 ≠ 0 := by positivity
  have hv : trial l E 1 =
      √(2 * (l : ℝ) + 3) * (1 - E / ((2 * l + 3) * (2 * l + 5))) := by
    unfold trial psi phi
    generalize √(2 * (l : ℝ) + 3) = s
    rw [one_pow, one_pow]
    field_simp
    ring
  refine ⟨hv, ?_⟩
  have h0 : HasDerivAt (fun r : ℝ => r ^ l) (l : ℝ) 1 := by
    simpa using hasDerivAt_pow l (1 : ℝ)
  have h2 : HasDerivAt (fun r : ℝ => r ^ (l + 1 + 1)) ((l : ℝ) + 2) 1 := by
    refine (hasDerivAt_pow_succ (l + 1) 1).congr_deriv ?_
    rw [one_pow]
    push_cast
    ring
  have hf : trial l E = fun r =>
      √(2 * (l : ℝ) + 3) * (1 + E / (2 * (2 * (l : ℝ) + 5))) * r ^ l
      - √(2 * (l : ℝ) + 3) * (E / (2 * (2 * (l : ℝ) + 3))) * r ^ (l + 1 + 1) := by
    funext r
    unfold trial psi phi
    ring
  rw [hv, hf]
  refine ((h0.const_mul _).fun_sub (h2.const_mul _)).congr_deriv ?_
  generalize √(2 * (l : ℝ) + 3) = s
  field_simp
  ring

/-- For free electrons the trial wave `φ + E ψ` has the inverse potential function
`1/P = γ + Δ/(E - C)`, if `E ≠ C` and the wave has no node on the sphere. -/
theorem inverse_potential_function (l : ℕ) (E : ℝ) (hE : E ≠ bandC l)
    (hnode : trial l E 1 ≠ 0) :
    invP l (sphereLogDeriv (trial l E)) = bandGamma l + bandDelta l / (E - bandC l) := by
  obtain ⟨hv, hd⟩ := trial_boundary l E
  have h1 : 2 * (l : ℝ) + 1 ≠ 0 := by positivity
  have h3 : 2 * (l : ℝ) + 3 ≠ 0 := by positivity
  have h5 : 2 * (l : ℝ) + 5 ≠ 0 := by positivity
  have hs : √(2 * (l : ℝ) + 3) ≠ 0 := by positivity
  have hw : E - bandC l ≠ 0 := sub_ne_zero.mpr hE
  -- the two combinations of value and slope that enter 1/P
  have hA : sphereLogDeriv (trial l E) - l =
      -(√(2 * (l : ℝ) + 3) * E / (2 * l + 3)) / trial l E 1 := by
    unfold sphereLogDeriv
    rw [hd.deriv, eq_div_iff hnode, sub_mul, div_mul_cancel₀ _ hnode]
    ring
  have hB : sphereLogDeriv (trial l E) + l + 1 =
      -(2 * √(2 * (l : ℝ) + 3) * (E - bandC l) / (2 * l + 5)) / trial l E 1 := by
    unfold sphereLogDeriv
    rw [hd.deriv, eq_div_iff hnode, add_mul, add_mul, div_mul_cancel₀ _ hnode, hv]
    unfold bandC
    generalize √(2 * (l : ℝ) + 3) = s
    field_simp
    ring
  unfold invP
  rw [hA, hB]
  -- measure the energy from C
  have hEw : E = (E - bandC l) + (2 * (l : ℝ) + 1) * (2 * l + 5) / 2 := by
    unfold bandC
    ring
  generalize trial l E 1 = t at hnode ⊢
  generalize √(2 * (l : ℝ) + 3) = s at hs ⊢
  generalize E - bandC l = w at hw hEw ⊢
  rw [hEw]
  unfold bandGamma bandDelta
  field_simp
  ring

/-- The free-electron potential parameters satisfy `Δ = γ C`. -/
theorem delta_eq_gamma_mul_C (l : ℕ) : bandDelta l = bandGamma l * bandC l := by
  have h1 : 2 * (l : ℝ) + 1 ≠ 0 := by positivity
  have h3 : 2 * (l : ℝ) + 3 ≠ 0 := by positivity
  unfold bandDelta bandGamma bandC
  field_simp
  ring

/-- The exact free s wave `sin(πr/2)/(πr/2)`, continued by 1 to the origin. -/
def sWave (r : ℝ) : ℝ := Real.sinc (π / 2 * r)

/-- The exact s wave of energy `π²/4` has logarithmic derivative `-1` at the sphere, and the
parameter `C` for `l = 0` lies above this energy by less than `0.04`. -/
theorem s_wave_comparison :
    (∀ r : ℝ, r ≠ 0 → radialH 0 sWave r = π ^ 2 / 4 * sWave r) ∧
    sphereLogDeriv sWave = -1 ∧
    π ^ 2 / 4 < bandC 0 ∧ bandC 0 < π ^ 2 / 4 + 0.04 := by
  have hpi : π ≠ 0 := Real.pi_ne_zero
  have h : ∀ x : ℝ, x * sWave x = 2 / π * Real.sin (π / 2 * x) := by
    intro x
    unfold sWave
    by_cases hx : x = 0
    · simp [hx]
    · rw [Real.sinc_of_ne_zero (mul_ne_zero (by positivity) hx)]
      generalize Real.sin (π / 2 * x) = S
      field_simp
  have hlin : ∀ x : ℝ, HasDerivAt (fun y : ℝ => π / 2 * y) (π / 2) x := by
    intro x
    simpa using (hasDerivAt_id' x).const_mul (π / 2)
  have hu : ∀ x : ℝ, HasDerivAt (fun y : ℝ => 2 / π * Real.sin (π / 2 * y))
      (Real.cos (π / 2 * x)) x := by
    intro x
    refine ((hlin x).sin.const_mul (2 / π)).congr_deriv ?_
    generalize Real.cos (π / 2 * x) = c
    field_simp
  refine ⟨?_, ?_, ?_, ?_⟩
  · intro r hr
    have hS : Real.sin (π / 2 * r) = π / 2 * (r * sWave r) := by
      rw [h r]
      generalize Real.sin (π / 2 * r) = S
      field_simp
    have h1 : deriv (fun x => x * sWave x) = fun x => Real.cos (π / 2 * x) := by
      rw [funext h]
      exact funext fun x => (hu x).deriv
    unfold radialH
    rw [h1, (hlin r).cos.deriv, hS]
    simp only [Nat.cast_zero, zero_mul, zero_div, add_zero]
    rw [div_eq_iff hr]
    ring
  · have hv : sWave 1 = 2 / π := by
      have h1 := h 1
      rw [one_mul] at h1
      rw [h1]
      simp
    have hq : HasDerivAt (fun x : ℝ => 2 / π * Real.sin (π / 2 * x) / x) (-(2 / π)) 1 :=
      ((hu 1).fun_div (hasDerivAt_id' (1 : ℝ)) one_ne_zero).congr_deriv (by simp)
    have hd : HasDerivAt sWave (-(2 / π)) 1 := by
      refine hq.congr_of_eventuallyEq ?_
      filter_upwards [eventually_ne_nhds (one_ne_zero : (1 : ℝ) ≠ 0)] with x hx
      rw [← h x]
      exact (mul_div_cancel_left₀ _ hx).symm
    unfold sphereLogDeriv
    rw [hd.deriv, hv, neg_div, div_self (by positivity)]
  · have hp := Real.pi_lt_d2
    have h0 := Real.pi_pos
    norm_num [bandC]
    nlinarith
  · have hp := Real.pi_gt_d2
    norm_num [bandC]
    nlinarith

end

end FreeElectronLMTO
```

```lean
#print axioms FreeElectronLMTO.radial_equations
#print axioms FreeElectronLMTO.inverse_potential_function
#print axioms FreeElectronLMTO.delta_eq_gamma_mul_C
#print axioms FreeElectronLMTO.s_wave_comparison
```

```
'FreeElectronLMTO.radial_equations' depends on axioms: [propext, Classical.choice, Quot.sound]
'FreeElectronLMTO.inverse_potential_function' depends on axioms: [propext, Classical.choice, Quot.sound]
'FreeElectronLMTO.delta_eq_gamma_mul_C' depends on axioms: [propext, Classical.choice, Quot.sound]
'FreeElectronLMTO.s_wave_comparison' depends on axioms: [propext, Classical.choice, Quot.sound]
```

## What the theorems say about the sphere

The angular momentum `l` is a natural number, so \(l=0\) is included, and `E` is any real number. The functions `phi`, `psi` and `trial` are \(\varphi\), \(\psi\) and \(\varphi+E\psi\). The parameters \(C\), \(\Delta\) and \(\gamma\) are `bandC`, `bandDelta` and `bandGamma`. `sphereLogDeriv` is the slope divided by the value at \(r=1\), and `invP` is \(1/P\) as a function of \(D\). Defining the inverse directly is convenient because \(1/P=0\) at \(E=0\), where \(P\) itself is infinite.

The main theorem, `inverse_potential_function`, states the one-pole formula for every `l` and `E` under two hypotheses:

- `hE` says \(E\ne C\). At \(E=C\) the denominator \(D+l+1\) vanishes and \(1/P\) has its pole.
- `hnode` says that the trial wave does not vanish on the sphere, so that \(D\) is finite. It excludes the single energy \(E=(2l+3)(2l+5)\).

A small case shows what happens without `hnode`. Take \(l=0\) and \(E=15\). The trial wave is \(\tfrac{5\sqrt3}{2}(1-r^2)\), which has a node at \(r=1\). The right-hand side of the formula is \(\tfrac5{12}\cdot\tfrac{15}{25/2}=\tfrac12\). Lean sets division by zero to zero, so the left-hand side becomes `invP 0 0`, which is \(0\), and the stated equation is false. Physically \(D\) diverges there, while \(1/P\) tends to \(\tfrac12\), in agreement with the formula.

The other theorems cover the radial equations for \(r\neq0\), the two integrals, the boundary data, \(\Delta=\gamma C\) and the s-wave comparison. That last theorem bounds the excess of \(C\) over \(\pi^2/4\) by \(0.04\).

The formula is exact for the linear trial wave, not for the true free-electron wave at energy \(E\). The file gives \(\psi\) explicitly and verifies its equation and orthogonality; it does not construct the family \(\varphi_E\) and differentiate it. The norm of \(\psi\) is not computed, and there is no lattice, no structure constants and no band energy. The result supplies closed-form values with which the potential parameters from an LMTO program can be compared, when the potential in the sphere and the linearization energy are both set to zero and the parameters are converted to the units and the definition of \(P\) used here.

## How the proof follows the calculation

`radialH_poly` is the calculation of \(Hf\) for \(f=r^l(a+br^2)\). It first finds the derivative of \(rf\) as a function, then differentiates once more at the given \(r\ne0\). The derivative of \(r^l\) is written as \(l\,r^l/r\), which also covers \(l=0\). `radial_equations` puts \(\varphi\) and \(\psi\) into this form and reads off \(b\).

`normalized_and_orthogonal` uses the fundamental theorem of calculus. The antiderivatives are \(r^{2l+3}\) for the norm and \(r^{2l+3}(1-r^2)/(2(2l+5))\) for the overlap. The second vanishes at both ends.

`trial_boundary` proves the formulas for \(t\) and \(t'\), after writing the trial wave as a combination of \(r^l\) and \(r^{l+2}\). In the main theorem, `hA` and `hB` are the expressions for \(D-l\) and \(D+l+1\). The proof then replaces \(E-C\) by a nonzero variable `w`, and `field_simp` and `ring` cancel \(s\) and \(t\) and finish the algebra. `delta_eq_gamma_mul_C` is a direct calculation with the three definitions.

For `s_wave_comparison`, the step `h` is the identity \(x f(x)=(2/\pi)\sin(\pi x/2)\), valid also at \(x=0\). Differentiating it twice gives the energy. Dividing it by \(x\) near \(x=1\) and differentiating gives the slope \(-2/\pi\). The two energy inequalities follow from \(3.14<\pi<3.15\).
